# The screening factor that makes a quadratically relaxed total energy linear in an orbital's occupation is the ratio of relaxed to bare curvature

One orbital has occupation f, with f = 0 empty and f = 1 filled. Its surroundings respond through finitely many real coordinates y, for instance amplitudes of the relaxation of the other electrons. The energy is

F(f,y) = a f + (u/2) f² + f g·y + ½ y·Ky.

Here a is the slope in f at f = 0, y = 0. The bare curvature u is the second derivative in f with the surroundings frozen, and u > 0 stands for the repulsion of the orbital's charge with itself. The vector g says how strongly the occupation pulls on each coordinate. The stiffness matrix K is positive definite, meaning that the surroundings are stable against every distortion. All four are given constants of the model, not computed from a Hamiltonian.

## The energy and its relaxed minimum

```lean
import Mathlib

open Matrix

namespace KoopmansScreening

noncomputable section

variable {n : Type*} [Fintype n] [DecidableEq n]
```

The type `n` labels the relaxation coordinates. It is finite but otherwise arbitrary, so the results hold for any number of them.

```lean
/-- Energy at orbital occupation `f` and relaxation coordinates `y`, with bare curvature `u`,
linear coupling `g` and stiffness matrix `K`. -/
def energy (a u : ℝ) (g : n → ℝ) (K : Matrix n n ℝ) (f : ℝ) (y : n → ℝ) : ℝ :=
  a * f + u / 2 * f ^ 2 + f * (g ⬝ᵥ y) + 1 / 2 * (y ⬝ᵥ K *ᵥ y)
```

This is F(f,y). A vector is a function `n → ℝ`, `⬝ᵥ` is the dot product and `*ᵥ` applies a matrix to a vector, so `y ⬝ᵥ K *ᵥ y` reads y·(Ky). The function `energy` takes the constants, then f, then y, and returns a real number.

```lean
/-- The linear response `-f K⁻¹ g` of the relaxation coordinates to the occupation `f`. -/
def response (g : n → ℝ) (K : Matrix n n ℝ) (f : ℝ) : n → ℝ :=
  -(f • (K⁻¹ *ᵥ g))
```

Setting the gradient of F in y to zero gives f g + Ky = 0, hence y = −f K⁻¹g. The definition only names this vector; that it is the minimiser is proved below.

```lean
/-- The screened curvature `c = u - g · K⁻¹ g`. -/
def curvature (u : ℝ) (g : n → ℝ) (K : Matrix n n ℝ) : ℝ :=
  u - g ⬝ᵥ K⁻¹ *ᵥ g
```

The screened curvature is

c = u − g·K⁻¹g.

```lean
/-- The relaxed energy: the infimum of the energy over all relaxation coordinates. -/
def relaxedEnergy (a u : ℝ) (g : n → ℝ) (K : Matrix n n ℝ) (f : ℝ) : ℝ :=
  ⨅ y, energy a u g K f y
```

The relaxed energy E(f) is the infimum of F(f,y) over all y, written `⨅ y`. It is defined without reference to c, so the closed form of E has to be proved.

```lean
/-- The relaxed energy with the Koopmans correction `s (u/2) f (1 - f)` added. -/
def correctedEnergy (a u : ℝ) (g : n → ℝ) (K : Matrix n n ℝ) (s f : ℝ) : ℝ :=
  relaxedEnergy a u g K f + s * (u / 2) * f * (1 - f)
```

The corrected energy is

G(f) = E(f) + s (u/2) f(1−f),

with a real screening factor s. The added term vanishes at f = 0 and f = 1, so it leaves the energies at integer occupation alone. Without relaxation, s = 1 turns (u/2) f² into (u/2) f and so removes the curvature.

## Completing the square

```lean
variable {K : Matrix n n ℝ}

/-- The stiffness matrix maps `K⁻¹ g` back to the coupling vector `g`. -/
lemma stiffness_mul_inv (hK : K.PosDef) (g : n → ℝ) : K *ᵥ (K⁻¹ *ᵥ g) = g := by
  rw [Matrix.mulVec_mulVec,
    Matrix.mul_nonsing_inv K (isUnit_iff_ne_zero.mpr hK.det_pos.ne'), Matrix.one_mulVec]
```

A lemma is read as hypotheses, a colon, the claim, and after `:=` the proof. The hypothesis `hK : K.PosDef` says that K is positive definite, which for a real matrix in Mathlib includes being symmetric. The claim is K(K⁻¹g) = g. It holds because a positive definite matrix has positive determinant and is therefore invertible.

```lean
omit [DecidableEq n] in
/-- A nonzero displacement costs a positive elastic energy. -/
lemma elastic_pos (hK : K.PosDef) {x : n → ℝ} (hx : x ≠ 0) : 0 < x ⬝ᵥ K *ᵥ x := by
  simpa only [star_trivial] using hK.dotProduct_mulVec_pos hx
```

If x ≠ 0, then x·Kx > 0. This is positive definiteness in the form used from here on.

```lean
/-- The energy is a parabola in `f` with the screened curvature, plus the elastic energy of the
displacement from the linear response. -/
theorem energy_eq_square (hK : K.PosDef) (a u : ℝ) (g : n → ℝ) (f : ℝ) (y : n → ℝ) :
    energy a u g K f y = a * f + curvature u g K / 2 * f ^ 2
      + 1 / 2 * ((y - response g K f) ⬝ᵥ K *ᵥ (y - response g K f)) := by
  have hw := stiffness_mul_inv hK g
  have hT : Kᵀ = K := by
    have h := hK.isHermitian.eq
    rwa [Matrix.conjTranspose_eq_transpose_of_trivial] at h
  unfold energy curvature response
  generalize K⁻¹ *ᵥ g = w at hw ⊢
  -- symmetry of the stiffness matrix turns the cross term into the coupling
  have hc : w ⬝ᵥ K *ᵥ y = g ⬝ᵥ y := by
    rw [Matrix.dotProduct_mulVec, ← Matrix.mulVec_transpose, hT, hw]
  rw [sub_neg_eq_add, Matrix.mulVec_add, Matrix.mulVec_smul, hw]
  simp only [add_dotProduct, dotProduct_add, smul_dotProduct, dotProduct_smul, smul_eq_mul]
  rw [hc, dotProduct_comm y g, dotProduct_comm w g]
  ring
```

In ordinary notation the theorem says

F(f,y) = a f + (c/2) f² + ½ (y + f K⁻¹g)·K(y + f K⁻¹g).

To derive it, write w = K⁻¹g, so that Kw = g. Since K is symmetric, w·Ky = (Kw)·y = g·y. Expanding the last term gives

½ (y + f w)·K(y + f w) = ½ y·Ky + f g·y + ½ f² g·w.

The first two terms on the right are those of F that contain y. The third is compensated by the −g·w inside c, because (c/2) f² = (u/2) f² − ½ f² g·w.

The Lean proof follows the same route. The `generalize` line replaces K⁻¹g by a letter `w`, keeping only the fact `hw` that Kw = g. The step `hc` is the symmetry argument w·Ky = g·y. The `simp only` line expands the products, and `ring` verifies the remaining polynomial identity.

```lean
/-- At fixed occupation the energy has the minimum `a f + (c/2) f²`, reached at the linear
response and nowhere else. -/
theorem minimum_over_relaxation (hK : K.PosDef) (a u : ℝ) (g : n → ℝ) (f : ℝ) :
    IsLeast (Set.range (energy a u g K f)) (a * f + curvature u g K / 2 * f ^ 2) ∧
      ∀ y, energy a u g K f y = a * f + curvature u g K / 2 * f ^ 2 ↔ y = response g K f := by
  refine ⟨⟨⟨response g K f, ?_⟩, ?_⟩, fun y => ⟨fun h => ?_, fun h => ?_⟩⟩
  · rw [energy_eq_square hK]
    simp
  · rintro _ ⟨y, rfl⟩
    rw [energy_eq_square hK]
    by_cases hy : y - response g K f = 0
    · simp [hy]
    · linarith [elastic_pos hK hy]
  · by_contra hy
    rw [energy_eq_square hK] at h
    linarith [elastic_pos hK (sub_ne_zero.mpr hy)]
  · rw [energy_eq_square hK, h]
    simp
```

The theorem has two parts joined by `∧` ("and"). `IsLeast` says that a f + (c/2) f² is a value taken by F(f,·) and that no value lies below it. The second part says that F(f,y) equals this number if and only if y = −f K⁻¹g. So the minimum is attained, at one point only.

Both parts can be read off the completed square: its last term is zero when y is the linear response and positive otherwise. The four bullets of the proof treat, in turn, attainment, the lower bound, uniqueness, and the converse. In the third, assuming that y differs from the response gives a positive elastic energy, which contradicts equality; `linarith` finds such contradictions between linear inequalities.

```lean
/-- The relaxed energy is a parabola in the occupation with curvature `c`. -/
theorem relaxedEnergy_eq (hK : K.PosDef) (a u : ℝ) (g : n → ℝ) (f : ℝ) :
    relaxedEnergy a u g K f = a * f + curvature u g K / 2 * f ^ 2 :=
  (minimum_over_relaxation hK a u g f).1.csInf_eq
```

Hence

E(f) = a f + (c/2) f².

A least element of a set is its infimum, which is the whole proof.

## How relaxation changes the curvature

```lean
/-- Relaxation never raises the curvature, and leaves it unchanged exactly when the coupling
vanishes. -/
theorem curvature_le (hK : K.PosDef) (u : ℝ) (g : n → ℝ) :
    curvature u g K ≤ u ∧ (curvature u g K = u ↔ g = 0) := by
  by_cases hg : g = 0
  · simp [curvature, hg]
  · have hw := stiffness_mul_inv hK g
    have hne : K⁻¹ *ᵥ g ≠ 0 := by
      intro h
      rw [h, Matrix.mulVec_zero] at hw
      exact hg hw.symm
    have hp := elastic_pos hK hne
    rw [hw, dotProduct_comm] at hp
    unfold curvature
    refine ⟨by linarith, fun h => ?_, fun h => absurd h hg⟩
    linarith
```

The claim is c ≤ u, with equality exactly when g = 0. With w = K⁻¹g again,

u − c = g·w = w·Kw.

If g = 0, this is zero. If g ≠ 0, then w ≠ 0, since w = 0 would give g = Kw = 0; so w·Kw > 0 and c < u. The proof makes the same case distinction, and `hne` is the statement w ≠ 0.

```lean
/-- The screened curvature is positive exactly when the quadratic part of the energy is positive
for every nonzero `f` and every `y`. -/
theorem curvature_pos_iff (hK : K.PosDef) (u : ℝ) (g : n → ℝ) :
    0 < curvature u g K ↔ ∀ f : ℝ, f ≠ 0 → ∀ y, 0 < energy 0 u g K f y := by
  constructor
  · intro hc f hf y
    have hmin := (minimum_over_relaxation hK 0 u g f).1.2 ⟨y, rfl⟩
    have hpos : 0 < curvature u g K / 2 * f ^ 2 := by positivity
    linarith
  · intro h
    have h1 := h 1 one_ne_zero (response g K 1)
    rw [((minimum_over_relaxation hK 0 u g 1).2 _).mpr rfl] at h1
    linarith
```

Nothing so far forces c to be positive. This theorem says that c > 0 exactly when F with a = 0, its purely quadratic part, is positive for every f ≠ 0 and every y.

In one direction, that quadratic part is at least (c/2) f², which is positive when c > 0 and f ≠ 0. In the other, take f = 1 and y = −K⁻¹g. The quadratic part then equals c/2, so its positivity gives c > 0. If c ≤ 0, the coupling is strong enough for relaxation to cancel or outweigh the bare repulsion.

## Linearity on the unit interval

```lean
/-- For `u > 0` the corrected energy is affine in the occupation on `[0, 1]` exactly when the
screening factor is `s = c / u`. -/
theorem corrected_affine_iff (hK : K.PosDef) (a : ℝ) {u : ℝ} (hu : 0 < u) (g : n → ℝ) (s : ℝ) :
    (∃ α β : ℝ, ∀ f ∈ Set.Icc (0 : ℝ) 1, correctedEnergy a u g K s f = α + β * f) ↔
      s = curvature u g K / u := by
  rw [eq_div_iff hu.ne']
  simp only [correctedEnergy, relaxedEnergy_eq hK]
  constructor
  · rintro ⟨α, β, h⟩
    -- three occupations determine the quadratic coefficient
    have h0 := h 0 (by norm_num)
    have h1 := h 1 (by norm_num)
    have h2 := h (1 / 2) (by norm_num)
    linear_combination 8 * h2 - 4 * h0 - 4 * h1
  · intro hs
    refine ⟨0, a + curvature u g K / 2, fun f _ => ?_⟩
    linear_combination (f * (1 - f) / 2) * hs
```

The left side says that there are real numbers α and β with G(f) = α + β f for every f in [0,1]; `Set.Icc` is the closed interval. For u > 0 this holds if and only if

s = c/u.

Inserting the closed form of E gives

G(f) = (a + su/2) f + ½ (c − su) f².

If su = c, the quadratic term is gone and G(f) = (a + c/2) f. The proof supplies exactly these coefficients, α = 0 and β = a + c/2.

Conversely, suppose G is affine. Then its value at ½ is the mean of its values at 0 and 1, so

0 = 8 G(½) − 4 G(0) − 4 G(1) = su − c.

The line `linear_combination 8 * h2 - 4 * h0 - 4 * h1` is this computation, with `h0`, `h1` and `h2` the affine relation at 0, 1 and ½.

By the earlier bound, s ≤ 1, with s = 1 only when g = 0. Koopmans-compliant functionals use a screening factor to account for orbital relaxation; the theorem fixes such a factor in a model with one varying occupation and a finite set of coordinates that respond linearly.

## The slope as a total-energy difference

```lean
/-- For `u > 0`, at any one occupation other than one half, the slope of the corrected energy equals
the relaxed energy difference `E(1) - E(0)` exactly when `s = c / u`. -/
theorem koopmans_slope_iff (hK : K.PosDef) (a : ℝ) {u : ℝ} (hu : 0 < u) (g : n → ℝ) (s : ℝ)
    {f : ℝ} (hf : f ≠ 1 / 2) :
    HasDerivAt (correctedEnergy a u g K s)
      (relaxedEnergy a u g K 1 - relaxedEnergy a u g K 0) f ↔ s = curvature u g K / u := by
  have hfun : correctedEnergy a u g K s = fun x : ℝ =>
      (a + s * u / 2) * x + (curvature u g K / 2 - s * u / 2) * x ^ 2 := by
    funext x
    rw [correctedEnergy, relaxedEnergy_eq hK]
    ring
  have hsq : HasDerivAt (fun x : ℝ => x ^ 2) (2 * f) f := by
    simpa using hasDerivAt_pow 2 f
  have hd := ((hasDerivAt_id' f).const_mul (a + s * u / 2)).fun_add
    (hsq.const_mul (curvature u g K / 2 - s * u / 2))
  rw [eq_div_iff hu.ne', hfun, relaxedEnergy_eq hK, relaxedEnergy_eq hK]
  constructor
  · intro h
    have he := hd.unique h
    -- the slope mismatch factorises, and only the midpoint hides it
    have hz : (s * u - curvature u g K) * (f - 1 / 2) = 0 := by
      linear_combination -he
    rcases mul_eq_zero.mp hz with h1 | h1
    · linarith
    · exact absurd (sub_eq_zero.mp h1) hf
  · intro hs
    refine hd.congr_deriv ?_
    linear_combination (1 / 2 - f) * hs

end

end KoopmansScreening
```

`HasDerivAt G d f` means that G is differentiable at f with derivative d. The theorem says that, for u > 0 and at any single f ≠ ½,

G′(f) = E(1) − E(0) if and only if s = c/u.

The difference E(1) − E(0) is minus the energy needed to remove the electron from the filled orbital. If the slope in the occupation is read as the orbital energy, this is a Koopmans-type condition. That reading is an interpretation of the model, which contains no Hartree–Fock orbitals, and the theorem is not Koopmans' theorem for frozen Hartree–Fock orbitals.

From the polynomial form of G,

G′(f) = a + su/2 + (c − su) f,

while E(1) − E(0) = a + c/2. Subtracting,

G′(f) − [E(1) − E(0)] = (su − c)(½ − f).

For f ≠ ½ this vanishes exactly when su = c. At f = ½ it vanishes for every s: the correction has zero slope there, and the parabola E has slope E(1) − E(0) at the midpoint. Comparing the slope with E(1) − E(0) at half occupation therefore cannot determine s.

In the proof, `hfun` rewrites G as a polynomial and `hd` is its derivative. Since a derivative is unique, the two expressions for the slope agree, and `hz` is the factorised difference set to zero. The occupation may be any real number other than ½. At f = 0 and f = 1 the derivative is two-sided and uses the same parabola beyond the interval, so the model has no derivative jump at integer occupation.

## Two coordinates with numbers

Take a = −3, u = 2, g = (1, 1) and let K have rows (2, 1) and (1, 2). Then K⁻¹g = (1/3, 1/3), since K maps that vector to (1, 1). Therefore

g·K⁻¹g = 2/3, c = 2 − 2/3 = 4/3, s = c/u = 2/3.

The relaxed energy is E(f) = −3f + (2/3) f², so E(1) − E(0) = −7/3. Its own slope runs from −3 at f = 0 to −5/3 at f = 1. Adding the correction (2/3) f(1−f) gives

G(f) = −(7/3) f,

whose slope is −7/3 throughout. With the unscreened choice s = 1 the result would be −2f − f²/3, which bends the other way: the correction has overshot.

## An unstable environment

The assumption that K is positive definite cannot simply be dropped. Take one coordinate with K = −1, g = 1, a = 0 and u = 2, so that

F(f,y) = f² + f y − ½ y².

This falls without bound as y grows, and there is no relaxed state. The formula for c still returns 2 + 1 = 3, suggesting s = 3/2, but Lean assigns the value 0 to an infimum that is unbounded below. The corrected energy is then f(1−f) times s, which is affine only for s = 0, and the equivalence fails.

```lean
#print axioms KoopmansScreening.relaxedEnergy_eq
-- 'KoopmansScreening.relaxedEnergy_eq' depends on axioms: [propext, Classical.choice, Quot.sound]
#print axioms KoopmansScreening.curvature_pos_iff
-- 'KoopmansScreening.curvature_pos_iff' depends on axioms: [propext, Classical.choice, Quot.sound]
#print axioms KoopmansScreening.corrected_affine_iff
-- 'KoopmansScreening.corrected_affine_iff' depends on axioms: [propext, Classical.choice, Quot.sound]
#print axioms KoopmansScreening.koopmans_slope_iff
-- 'KoopmansScreening.koopmans_slope_iff' depends on axioms: [propext, Classical.choice, Quot.sound]
```
